# Seidel switching preserves the adjacency characteristic polynomial when both graphs are d-regular

Suppose a network of identical sites is to be identified from its one-electron energies. If two differently wired networks have the same levels, a full match of the spectrum can still pick the wrong one. Seidel switching can produce such pairs. It rewires a network between two groups of sites, and if every site has d neighbours both before and after, all levels keep their values and multiplicities.

The levels meant here are those of a non-interacting model on finitely many sites, with one on-site energy and one hopping strength: the Hückel matrix αI + βA, with on-site energy α, hopping β and adjacency matrix A. That a real system is described by this matrix, with one α and one β throughout, is a physical assumption which the hypotheses below do not supply.

Throughout, G is a simple graph on a finite vertex set V with n vertices, and S is a subset of V. Primes mark quantities after switching. The letter S is not an overlap matrix, and H below is a constant matrix, not a Hamiltonian.

```lean
import Mathlib

open Polynomial

namespace SeidelSwitching

variable {V : Type*} [Fintype V] [DecidableEq V]
```

## (a) The switching rule as one condition

Switching keeps adjacency within S and within its complement, and exchanges edges with non-edges between them. Write ~ for adjacency and express this as a single condition:

u ~′ v ⇔ (u ~ v ⇔ (u ∈ S ⇔ v ∈ S))

**Solution.** If u and v are on the same side, the inner equivalence is true and the condition reduces to u ~ v. If they are on opposite sides, it is false and the condition says that u and v were not adjacent. The rule is symmetric in u and v. A vertex is on its own side and had no loop, so it gets none.

In Lean the condition is the definition of `switch`, so `switch_adj` holds by `Iff.rfl`.

```lean
/-- Seidel switching: edges and non-edges between `S` and its complement are exchanged,
and adjacency within either part is kept. -/
def switch {V : Type*} (G : SimpleGraph V) (S : Finset V) : SimpleGraph V where
  Adj u v := G.Adj u v ↔ (u ∈ S ↔ v ∈ S)
  symm := ⟨fun u v h => (G.adj_comm v u).trans (h.trans Iff.comm)⟩
  loopless := ⟨fun _ h => G.irrefl (h.2 Iff.rfl)⟩

/-- Two vertices are adjacent after switching exactly when their old adjacency agrees with
their lying on the same side of the partition. -/
theorem switch_adj {V : Type*} (G : SimpleGraph V) (S : Finset V) (u v : V) :
    (switch G S).Adj u v ↔ (G.Adj u v ↔ (u ∈ S ↔ v ∈ S)) := Iff.rfl

instance (G : SimpleGraph V) [DecidableRel G.Adj] (S : Finset V) :
    DecidableRel (switch G S).Adj :=
  fun u v => inferInstanceAs (Decidable (G.Adj u v ↔ (u ∈ S ↔ v ∈ S)))
```

## (b) Switching as a change of signs

Let H be the n × n matrix with every entry ½, and D the diagonal matrix with entry −1 on S and 1 elsewhere. Show that

A′ − H = D(A − H)D

**Solution.** An entry of A − H is ½ for an edge and −½ for a non-edge or a diagonal position. Conjugation by D multiplies entry (u, v) by D_uu D_vv, which is −1 exactly when u and v are on opposite sides. There the sign change turns edges into non-edges and back; all other entries stay.

`halfOnes` is H and `signMatrix` is D. `oppositeSide S v`, used from part (f) on, is the set of vertices across the partition from v. The proof compares entries in eight cases: u in S or not, v in S or not, adjacent or not.

```lean
/-- The vertices separated from `v` by the partition into `S` and its complement. -/
def oppositeSide (S : Finset V) (v : V) : Finset V :=
  Finset.univ.filter fun w => ¬(v ∈ S ↔ w ∈ S)

/-- The square matrix with all entries equal to one half. -/
noncomputable def halfOnes (V : Type*) : Matrix V V ℝ := Matrix.of fun _ _ => 1 / 2

/-- The diagonal matrix with entry `-1` on `S` and `1` on its complement. -/
def signMatrix (S : Finset V) : Matrix V V ℝ :=
  Matrix.diagonal fun v => if v ∈ S then -1 else 1

/-- Switching acts on the adjacency matrix, shifted by one half in every entry, as
conjugation by a diagonal matrix of signs. -/
theorem shifted_switch (G : SimpleGraph V) [DecidableRel G.Adj] (S : Finset V) :
    (switch G S).adjMatrix ℝ - halfOnes V =
      signMatrix S * (G.adjMatrix ℝ - halfOnes V) * signMatrix S := by
  refine Matrix.ext fun u v => ?_
  by_cases hu : u ∈ S <;> by_cases hv : v ∈ S <;> by_cases h : G.Adj u v <;>
    norm_num [signMatrix, halfOnes, switch_adj, SimpleGraph.adjMatrix_apply,
      Matrix.mul_diagonal, Matrix.diagonal_mul, hu, hv, h]
```

## (c) The shifted matrices share a polynomial

Write p_M(x) = det(xI − M). Show that

p_(A′−H) = p_(A−H)

**Solution.** Since D² = I, part (b) gives

xI − (A′ − H) = D(xI − (A − H))D

The determinant of the right side is det(D)² p_(A−H)(x), and det(D)² = 1.

Lean proves D² = I as `hs`, then uses p_(MN) = p_(NM) to bring the two factors D together.

```lean
/-- The shifted adjacency matrices of a graph and of its switch have the same
characteristic polynomial. -/
theorem charpoly_shifted_switch (G : SimpleGraph V) [DecidableRel G.Adj] (S : Finset V) :
    ((switch G S).adjMatrix ℝ - halfOnes V).charpoly =
      (G.adjMatrix ℝ - halfOnes V).charpoly := by
  have hs : signMatrix S * signMatrix S = 1 := by
    rw [signMatrix, Matrix.diagonal_mul_diagonal, ← Matrix.diagonal_one]
    congr 1
    funext v
    by_cases hv : v ∈ S <;> simp [hv]
  rw [shifted_switch, Matrix.charpoly_mul_comm, ← mul_assoc, hs, one_mul]
```

## (d) Removing the shift

Let A and H now be any real n × n matrices and d a real number with AH = dH. Show that

p_A(x) · p_(dI−H)(x) = (x − d)ⁿ · p_(A−H)(x)

**Solution.** Multiply out and use AH = dH:

(xI − A)(xI − dI + H)
= x(x − d)I + xH − (x − d)A − AH
= x(x − d)I + (x − d)H − (x − d)A
= (x − d)(xI − (A − H))

Take determinants. The scalar x − d multiplies all n rows and so contributes (x − d)ⁿ.

In Lean, `charmatrix` is xI − M as a matrix of polynomials, and `hm` carries AH = dH over to such matrices. `key` is the factorisation above, and `Matrix.det_mul` and `Matrix.det_smul` take its determinant.

```lean
/-- If `A H = d H`, the characteristic polynomials of `A` and `A - H` are linked by a
factor that depends only on `d` and `H`. -/
theorem charpoly_shift (A H : Matrix V V ℝ) (d : ℝ) (h : A * H = d • H) :
    A.charpoly * (d • (1 : Matrix V V ℝ) - H).charpoly =
      (X - C d) ^ Fintype.card V * (A - H).charpoly := by
  have hc : ∀ M : Matrix V V ℝ,
      M.charmatrix = (X : ℝ[X]) • (1 : Matrix V V ℝ[X]) - M.map C := by
    intro M
    refine Matrix.ext fun i j => ?_
    simp [Matrix.charmatrix_apply, Matrix.diagonal_apply, Matrix.one_apply]
  have hm : A.map C * H.map C = C d • H.map C := by
    rw [← Matrix.map_mul, h]
    refine Matrix.ext fun i j => ?_
    simp
  have h1 : (d • (1 : Matrix V V ℝ) - H).map C =
      C d • (1 : Matrix V V ℝ[X]) - H.map C := by
    refine Matrix.ext fun i j => ?_
    by_cases hij : i = j <;> simp [hij]
  have h2 : (A - H).map C = A.map C - H.map C := by
    refine Matrix.ext fun i j => ?_
    simp
  -- the identity already holds for the characteristic matrices
  have key : A.charmatrix * (d • (1 : Matrix V V ℝ) - H).charmatrix =
      (X - C d) • (A - H).charmatrix := by
    rw [hc, hc, hc, h1, h2]
    simp only [sub_mul, mul_sub, smul_mul_assoc, mul_smul_comm, one_mul, mul_one, hm]
    module
  have hdet := congrArg Matrix.det key
  rw [Matrix.det_mul, Matrix.det_smul] at hdet
  exact hdet
```

## (e) Regularity supplies the condition

Return to the graph matrices. Show that if every vertex of G has degree d, then

AH = dH

**Solution.** Entry (u, v) of AH is Σ_w A_uw · ½, half the degree of u. This is d/2, the corresponding entry of dH.

`IsRegularOfDegree d` says that every vertex has degree d. The natural number d is converted to a real one in the matrix equation.

```lean
omit [DecidableEq V] in
/-- In a `d`-regular graph the adjacency matrix multiplies the constant matrix by `d`. -/
theorem adjMatrix_mul_halfOnes (G : SimpleGraph V) [DecidableRel G.Adj] {d : ℕ}
    (hG : G.IsRegularOfDegree d) :
    G.adjMatrix ℝ * halfOnes V = (d : ℝ) • halfOnes V := by
  refine Matrix.ext fun u v => ?_
  have hu : G.degree u = d := hG u
  rw [SimpleGraph.adjMatrix_mul_apply]
  simp [halfOnes, hu]
```

Now let G and its switch both be d-regular, with the same d. Show that

p_A′ = p_A

**Solution.** By the first half of this part, (d) applies to both graphs:

p_A · p_(dI−H) = (x − d)ⁿ · p_(A−H)
p_A′ · p_(dI−H) = (x − d)ⁿ · p_(A′−H)

The right sides agree by (c). The common factor p_(dI−H) is monic, hence not the zero polynomial, and cancels.

The two equations are `e` and `e'` in Lean, and `mul_right_cancel₀` cancels the factor. The hypotheses `hG` and `hS` share one `d`, which is how equal degree enters. The conclusion concerns eigenvalues with their multiplicities, not eigenvectors.

```lean
/-- If a `d`-regular graph stays `d`-regular under Seidel switching, its adjacency
characteristic polynomial is unchanged. -/
theorem charpoly_switch (G : SimpleGraph V) [DecidableRel G.Adj] (S : Finset V) {d : ℕ}
    (hG : G.IsRegularOfDegree d) (hS : (switch G S).IsRegularOfDegree d) :
    ((switch G S).adjMatrix ℝ).charpoly = (G.adjMatrix ℝ).charpoly := by
  have e := charpoly_shift _ _ _ (adjMatrix_mul_halfOnes G hG)
  have e' := charpoly_shift _ _ _ (adjMatrix_mul_halfOnes (switch G S) hS)
  rw [charpoly_shifted_switch, ← e] at e'
  -- the common factor is monic and cancels
  exact mul_right_cancel₀ (Matrix.charpoly_monic _).ne_zero e'
```

## (f) Degree balance at a vertex

For any G, let m(v) be the number of vertices on the side opposite v, and k(v) the number of those adjacent to v before switching. Show that

deg′(v) + 2k(v) = deg(v) + m(v)

**Solution.** The deg(v) − k(v) neighbours on v's own side remain. Across the partition, k(v) neighbours are lost and m(v) − k(v) are gained. Hence deg′(v) = deg(v) − k(v) + m(v) − k(v).

Lean writes each count as a sum of zeros and ones over all vertices w and compares the sums term by term.

```lean
/-- Degree balance: the new degree of `v` plus twice its old number of neighbours on the
opposite side equals its old degree plus the size of that side. -/
theorem degree_switch (G : SimpleGraph V) [DecidableRel G.Adj] (S : Finset V) (v : V) :
    (switch G S).degree v + 2 * ((oppositeSide S v).filter (G.Adj v)).card =
      G.degree v + (oppositeSide S v).card := by
  rw [← SimpleGraph.card_neighborFinset_eq_degree, ← SimpleGraph.card_neighborFinset_eq_degree,
    SimpleGraph.neighborFinset_eq_filter, SimpleGraph.neighborFinset_eq_filter,
    oppositeSide, Finset.filter_filter]
  simp only [Finset.card_filter]
  rw [Finset.mul_sum, ← Finset.sum_add_distrib, ← Finset.sum_add_distrib]
  refine Finset.sum_congr rfl fun w _ => ?_
  by_cases hv : v ∈ S <;> by_cases hw : w ∈ S <;> by_cases h : G.Adj v w <;>
    simp [switch_adj, hv, hw, h]
```

## (g) Half of the opposite side

Let G be d-regular. Show that its switch is d-regular exactly when, for every vertex v,

2k(v) = m(v)

**Solution.** Put deg(v) = d in (f). Then deg′(v) = d holds exactly when 2k(v) = m(v). In Lean, `omega` does this arithmetic at each vertex.

```lean
/-- The switch of a `d`-regular graph is `d`-regular exactly when every vertex is joined
to half of the vertices on the opposite side. -/
theorem switch_regular_iff (G : SimpleGraph V) [DecidableRel G.Adj] (S : Finset V) {d : ℕ}
    (hG : G.IsRegularOfDegree d) :
    (switch G S).IsRegularOfDegree d ↔
      ∀ v, 2 * ((oppositeSide S v).filter (G.Adj v)).card = (oppositeSide S v).card := by
  refine forall_congr' fun v => ?_
  have h := degree_switch G S v
  have hv : G.degree v = d := hG v
  omega
```

## (h) Two networks with the same levels

Let R be the 4 × 4 rook graph: its vertices are the squares of a board, and two different squares are adjacent if they share a row or column. Let R′ be its switch at the four diagonal squares. Show that both are 6-regular and that

p_R′ = p_R, but R and R′ are not isomorphic

**Solution.** Each square has three neighbours in its row and three in its column. A diagonal square is joined to 6 of the 12 off-diagonal squares, and an off-diagonal square (i, j) to 2 of the 4 diagonal ones, (i, i) and (j, j). By (g) R′ is 6-regular, and by (e) the polynomials agree.

A row of R is a set of four mutually adjacent squares. R′ has no such set. Its diagonal squares are mutually non-adjacent, so the set would contain at most one of them. Its off-diagonal members keep their rook adjacency and, being at least three, lie in one row or column. Four do not fit, since a line has only three off-diagonal squares. With (i, i) in the set, the other three must avoid row i and column i, which leaves at most two in any line.

Lean checks both degrees and the absence of such a set (`h3`) by evaluation. An isomorphism `e` would carry the first row to a forbidden set.

```lean
/-- The 4 × 4 rook graph: two different squares are adjacent if they share a row or column. -/
def rook : SimpleGraph (Fin 4 × Fin 4) where
  Adj u v := u ≠ v ∧ (u.1 = v.1 ∨ u.2 = v.2)
  symm := ⟨fun _ _ h => ⟨h.1.symm, h.2.imp Eq.symm Eq.symm⟩⟩
  loopless := ⟨fun _ h => h.1 rfl⟩

instance : DecidableRel rook.Adj :=
  fun u v => inferInstanceAs (Decidable (u ≠ v ∧ (u.1 = v.1 ∨ u.2 = v.2)))

/-- The four diagonal squares of the board. -/
def diagonalSquares : Finset (Fin 4 × Fin 4) := Finset.univ.filter fun v => v.1 = v.2

/-- The rook graph and its switch at the diagonal are both 6-regular and have equal
characteristic polynomials, but they are not isomorphic. -/
theorem rook_switch_witness :
    rook.IsRegularOfDegree 6 ∧ (switch rook diagonalSquares).IsRegularOfDegree 6 ∧
      ((switch rook diagonalSquares).adjMatrix ℝ).charpoly = (rook.adjMatrix ℝ).charpoly ∧
      IsEmpty (rook ≃g switch rook diagonalSquares) := by
  have h1 : rook.IsRegularOfDegree 6 := fun v => by revert v; decide +kernel
  have h2 : (switch rook diagonalSquares).IsRegularOfDegree 6 :=
    fun v => by revert v; decide +kernel
  -- the switched graph has no four mutually adjacent vertices; in the rook graph a row is such a set
  have h3 : ¬∃ a b, (switch rook diagonalSquares).Adj a b ∧
      ∃ c, ((switch rook diagonalSquares).Adj a c ∧ (switch rook diagonalSquares).Adj b c) ∧
      ∃ d, (switch rook diagonalSquares).Adj a d ∧ (switch rook diagonalSquares).Adj b d ∧
        (switch rook diagonalSquares).Adj c d := by decide +kernel
  refine ⟨h1, h2, charpoly_switch rook diagonalSquares h1 h2, ⟨fun e => ?_⟩⟩
  exact h3 ⟨e (0, 0), e (0, 1), e.map_adj_iff.2 (by decide),
    e (0, 2), ⟨e.map_adj_iff.2 (by decide), e.map_adj_iff.2 (by decide)⟩,
    e (0, 3), e.map_adj_iff.2 (by decide), e.map_adj_iff.2 (by decide),
    e.map_adj_iff.2 (by decide)⟩
```

R is a model network, not a conjugated hydrocarbon, where a carbon atom of the π system has at most three σ-bonded neighbours. Diagonalising αI + βA for R gives α + 6β once, α + 2β six times and α − 2β nine times. The same list serves for R′. With β < 0, fourteen electrons fill the lowest seven orbitals of either network, with total energy 14α + 36β. These values follow from the row and column structure of R by hand; about the levels, the code establishes only that the two polynomials agree.

## (i) Regular graphs of different degree

Show that regularity of both graphs, with degrees allowed to differ, does not suffice: switch one vertex of the edgeless graph on two vertices and obtain

p_A′ ≠ p_A

**Solution.** The old graph is 0-regular with p_A = x². Switching creates the one possible edge, so the new graph is 1-regular with p_A′ = x² − 1. The cancellation in (e) fails because the factor p_(dI−H) depends on d.

In Lean, `⊥` is the edgeless graph. Equal polynomials would force equal determinants, but these are 0 and −1.

```lean
/-- Regularity with different degrees is not enough: switching one vertex of the empty graph
on two vertices gives a 1-regular graph with another characteristic polynomial. -/
theorem equal_degree_needed :
    (⊥ : SimpleGraph (Fin 2)).IsRegularOfDegree 0 ∧
      (switch (⊥ : SimpleGraph (Fin 2)) {0}).IsRegularOfDegree 1 ∧
      ((switch (⊥ : SimpleGraph (Fin 2)) {0}).adjMatrix ℝ).charpoly ≠
        ((⊥ : SimpleGraph (Fin 2)).adjMatrix ℝ).charpoly := by
  refine ⟨fun v => by revert v; decide +kernel, fun v => by revert v; decide +kernel, ?_⟩
  intro h
  -- equal characteristic polynomials would force equal determinants
  have hd : ((switch (⊥ : SimpleGraph (Fin 2)) {0}).adjMatrix ℝ).det =
      ((⊥ : SimpleGraph (Fin 2)).adjMatrix ℝ).det := by
    rw [Matrix.det_eq_sign_charpoly_coeff, Matrix.det_eq_sign_charpoly_coeff, h]
  simp [Matrix.det_fin_two, SimpleGraph.adjMatrix_apply, switch_adj] at hd

end SeidelSwitching
```

```lean
#print axioms SeidelSwitching.charpoly_switch
-- 'SeidelSwitching.charpoly_switch' depends on axioms: [propext, Classical.choice, Quot.sound]
#print axioms SeidelSwitching.switch_regular_iff
-- 'SeidelSwitching.switch_regular_iff' depends on axioms: [propext, Classical.choice, Quot.sound]
#print axioms SeidelSwitching.equal_degree_needed
-- 'SeidelSwitching.equal_degree_needed' depends on axioms: [propext, Classical.choice, Quot.sound]
```
